# Gauge condition and Green's equation together determine the axial-gauge photon propagator when $k^2$ and $n\cdot k$ are nonzero

A propagator is normally found by inverting the operator in the quadratic part of the action. For the photon this fails. In momentum space the operator is $M_{\mu\nu}=-k^2g_{\mu\nu}+k_\mu k_\nu$, and it sends the momentum $k$ itself to zero, so it has no inverse. A gauge condition repairs this, but the resulting propagator depends on the gauge, and an amplitude built from it might too.

In axial gauge one picks a fixed vector $n$ and demands $n\cdot A=0$ of the photon field $A$. The propagator is then

$$D^{\mu\nu}=\frac{1}{k^2}\left[-g^{\mu\nu}+\frac{n^\mu k^\nu+k^\mu n^\nu}{n\cdot k}-\frac{n^2\,k^\mu k^\nu}{(n\cdot k)^2}\right].$$

The theorems below show that $D$ is the only tensor satisfying both the gauge condition and a modified Green's equation, and that $n$ disappears between conserved currents.

## Vectors, metric and index positions

```lean
import Mathlib

open Finset

namespace AxialGaugePropagator

noncomputable section

variable {d : ℕ}
```

The file loads the mathematical library Mathlib and fixes a natural number $d$, the number of space dimensions. Everything holds for every $d$, including $d=0$.

```lean
/-- Spacetime vectors with upper indices, in one time and `d` space dimensions. -/
abbrev Vec (d : ℕ) := Fin (d + 1) → ℝ
```

A vector is a list of $d+1$ real components, numbered from 0, with component 0 as time.

```lean
/-- Spacetime tensors with two indices. -/
abbrev Tensor (d : ℕ) := Fin (d + 1) → Fin (d + 1) → ℝ
```

A tensor is a real array with two such indices. The type doesn't record whether an index is upper or lower; that is a convention kept by the definitions.

```lean
/-- The diagonal entries of the Minkowski metric: `+1` for time, `-1` for space. -/
def sgn (μ : Fin (d + 1)) : ℝ := if μ = 0 then 1 else -1
```

`sgn μ` is the metric sign: $+1$ for time and $-1$ for space.

```lean
/-- The Minkowski metric; its components with upper and with lower indices agree. -/
def metric : Tensor d := fun μ ν => if μ = ν then sgn μ else 0
```

The metric is $g=\mathrm{diag}(+1,-1,\dots,-1)$, and the same array serves for $g_{\mu\nu}$ and $g^{\mu\nu}$.

```lean
/-- Lowering the index of a vector. -/
def lower (a : Vec d) : Vec d := fun μ => sgn μ * a μ
```

Lowering an index multiplies each component by its sign: $a_\mu=\mathrm{sgn}(\mu)\,a^\mu$, with no sum.

```lean
/-- The Minkowski product `a · b`. -/
def mdot (a b : Vec d) : ℝ := ∑ μ, lower a μ * b μ
```

`mdot a b` is $a\cdot b=a_\mu b^\mu$. Thus `mdot k k` is $k^2$ and `mdot n k` is $n\cdot k$.

```lean
/-- Contraction `a_μ T^{μν}` of a vector with the first index of a tensor. -/
def contract (a : Vec d) (T : Tensor d) : Vec d := fun ν => ∑ μ, lower a μ * T μ ν
```

`contract a T` is the vector $a_\mu T^{\mu\nu}$, written $(a\cdot T)^\nu$ below.

## The operator, the propagator and the exchange

```lean
/-- The Maxwell operator in momentum space, `-k² g_{μν} + k_μ k_ν`. -/
def maxwell (k : Vec d) : Tensor d :=
  fun μ ν => -mdot k k * metric μ ν + lower k μ * lower k ν
```

This is $M_{\mu\nu}$, with both indices lower. Since propagators carry upper indices, the product $M_{\mu\lambda}T^{\lambda\nu}$ has one of each and can be compared with $\delta_\mu^\nu$.

```lean
/-- The photon propagator in axial gauge with gauge vector `n`. -/
def axial (n k : Vec d) : Tensor d := fun μ ν =>
  (-metric μ ν + (n μ * k ν + k μ * n ν) / mdot n k
    - mdot n n * (k μ * k ν) / mdot n k ^ 2) / mdot k k
```

This is $D^{\mu\nu}$ as displayed above. In the usual convention the Feynman propagator is $i$ times this, with a prescription for the poles. Here the momentum is real and the poles are avoided by hypothesis: $k^2\neq0$ keeps the photon off shell, and $n\cdot k\neq0$ avoids the extra singularity introduced by the gauge. No prescription for integrating across either pole is treated. The vector $n$ may be spacelike, timelike or lightlike.

```lean
/-- The one-photon exchange `J_μ T^{μν} J'_ν` between two currents. -/
def exchange (J : Vec d) (T : Tensor d) (J' : Vec d) : ℝ :=
  ∑ ν, contract J T ν * lower J' ν
```

`exchange J T J'` is $J_\mu T^{\mu\nu}J'_\nu$, the tree-level exchange of one photon between two currents, without coupling constants and factors of $i$. The currents are real vectors at a single momentum $k$.

## Contractions with the Maxwell operator

```lean
lemma sgn_sq (μ : Fin (d + 1)) : sgn μ * sgn μ = 1 := by
  unfold sgn
  split_ifs <;> norm_num
```

A `lemma` or `theorem` lists its data and hypotheses, then its claim after a colon, then its proof after `:=`. This one says that a metric sign squares to one, and checks the two cases.

```lean
lemma mdot_comm (a b : Vec d) : mdot a b = mdot b a := by
  unfold mdot lower
  exact sum_congr rfl fun μ _ => by ring
```

The Minkowski product is symmetric, because the terms of the two sums agree one by one.

```lean
/-- The Maxwell operator applied to a tensor, written with the contraction `k_μ T^{μν}`. -/
lemma maxwell_apply (k : Vec d) (T : Tensor d) (μ ν : Fin (d + 1)) :
    ∑ l, maxwell k μ l * T l ν
      = -mdot k k * (sgn μ * T μ ν) + lower k μ * contract k T ν := by
  have h : ∀ l, maxwell k μ l * T l ν
      = -mdot k k * (metric μ l * T l ν) + lower k μ * (lower k l * T l ν) := by
    intro l
    unfold maxwell
    ring
  have hm : ∑ l, metric μ l * T l ν = sgn μ * T μ ν := by
    simp only [metric, ite_mul, zero_mul, sum_ite_eq, mem_univ, if_true]
  unfold contract
  rw [sum_congr rfl fun l _ => h l, sum_add_distrib, ← mul_sum, ← mul_sum, hm]
```

Applying $M$ to any tensor gives

$$M_{\mu\lambda}T^{\lambda\nu}=-k^2\,T_\mu{}^\nu+k_\mu\,(k\cdot T)^\nu .$$

The lowered $T_\mu{}^\nu$ appears in Lean as `sgn μ * T μ ν`. The proof splits each summand into its metric part and its $kk$ part, then sums them separately; the diagonal metric leaves a single term of the first sum.

```lean
/-- The Maxwell operator annihilates the pure-gauge polarisation `k`. -/
theorem maxwell_pure_gauge (k : Vec d) (μ : Fin (d + 1)) :
    ∑ l, maxwell k μ l * k l = 0 := by
  have h := maxwell_apply k (fun l _ => k l) μ 0
  have hc : contract k (fun l _ => k l) 0 = mdot k k := rfl
  rw [hc] at h
  rw [h]
  unfold lower
  ring
```

Here is the obstruction from the opening:

$$M_{\mu\lambda}k^\lambda=-k^2k_\mu+k_\mu k^2=0 .$$

The proof gets it from the previous lemma by using a tensor whose every column is $k$. Physically, $k$ is the polarisation of a pure gauge field.

```lean
/-- Contraction of the free index of the Maxwell operator with a vector `a`. -/
lemma maxwell_contract (k a : Vec d) (T : Tensor d) (ν : Fin (d + 1)) :
    ∑ μ, a μ * ∑ l, maxwell k μ l * T l ν
      = -mdot k k * contract a T ν + mdot k a * contract k T ν := by
  have h : ∀ μ, a μ * ∑ l, maxwell k μ l * T l ν
      = -mdot k k * (lower a μ * T μ ν) + (lower k μ * a μ) * contract k T ν := by
    intro μ
    rw [maxwell_apply]
    simp only [lower]
    ring
  rw [sum_congr rfl fun μ _ => h μ, sum_add_distrib, ← mul_sum, ← sum_mul]
  rfl
```

Contracting the remaining lower index with a vector $a$ gives

$$a^\mu M_{\mu\lambda}T^{\lambda\nu}=-k^2\,(a\cdot T)^\nu+(k\cdot a)\,(k\cdot T)^\nu .$$

This identity is used twice: with $a=n$ for uniqueness, and with $a=J$ for the currents.

```lean
/-- Contraction of the axial-gauge propagator with an arbitrary vector `a`. -/
lemma contract_axial (n k a : Vec d) (ν : Fin (d + 1)) :
    contract a (axial n k) ν =
      (-a ν + (mdot a n * k ν + mdot a k * n ν) / mdot n k
        - mdot n n * (mdot a k * k ν) / mdot n k ^ 2) / mdot k k := by
  have h : ∀ μ, lower a μ * axial n k μ ν
      = (lower a μ * metric μ ν) * (-1 / mdot k k)
        + (lower a μ * n μ) * (k ν / mdot n k / mdot k k)
        + (lower a μ * k μ) * (n ν / mdot n k / mdot k k
            - mdot n n * k ν / mdot n k ^ 2 / mdot k k) := by
    intro μ
    unfold axial
    ring
  have hm : ∑ μ, lower a μ * metric μ ν = a ν := by
    simp only [metric, mul_ite, mul_zero, sum_ite_eq', mem_univ, if_true, lower]
    linear_combination a ν * sgn_sq ν
  have hn : ∑ μ, lower a μ * n μ = mdot a n := rfl
  have hk : ∑ μ, lower a μ * k μ = mdot a k := rfl
  unfold contract
  rw [sum_congr rfl fun μ _ => h μ, sum_add_distrib, sum_add_distrib,
    ← sum_mul, ← sum_mul, ← sum_mul, hm, hn, hk]
  ring
```

Contracting $D$ with $a$ replaces each first-index factor by a product with $a$:

$$(a\cdot D)^\nu=\frac1{k^2}\left[-a^\nu+\frac{(a\cdot n)k^\nu+(a\cdot k)n^\nu}{n\cdot k}-\frac{n^2(a\cdot k)k^\nu}{(n\cdot k)^2}\right].$$

The proof sorts the sum into three, which `hm`, `hn` and `hk` evaluate as $a^\nu$, $a\cdot n$ and $a\cdot k$.

## The axial propagator satisfies both conditions

```lean
/-- The axial-gauge propagator obeys the gauge condition `n_μ D^{μν} = 0`. -/
theorem axial_gauge_condition (n k : Vec d) (hnk : mdot n k ≠ 0) (ν : Fin (d + 1)) :
    contract n (axial n k) ν = 0 := by
  rw [contract_axial]
  have h : -n ν + (mdot n n * k ν + mdot n k * n ν) / mdot n k
      - mdot n n * (mdot n k * k ν) / mdot n k ^ 2 = 0 := by
    field_simp
    ring
  rw [h, zero_div]
```

Set $a=n$ in the last formula. The bracket becomes

$$-n^\nu+\frac{n^2k^\nu}{n\cdot k}+n^\nu-\frac{n^2k^\nu}{n\cdot k}=0,$$

so $n_\mu D^{\mu\nu}=0$. In the proof, `field_simp` clears the denominators, using `hnk`, and `ring` does the cancellation. The hypothesis $k^2\neq0$ is absent only because Lean sets division by zero equal to zero; the physical reading needs it.

```lean
/-- The Maxwell operator times the axial-gauge propagator is `δ_μ^ν - n_μ k^ν / (n·k)`. -/
theorem maxwell_axial (n k : Vec d) (hk : mdot k k ≠ 0) (hnk : mdot n k ≠ 0)
    (μ ν : Fin (d + 1)) :
    ∑ l, maxwell k μ l * axial n k l ν
      = (if μ = ν then (1 : ℝ) else 0) - lower n μ * k ν / mdot n k := by
  have hδ : (if μ = ν then (1 : ℝ) else 0) = sgn μ * metric μ ν := by
    unfold metric
    split_ifs
    · exact (sgn_sq μ).symm
    · ring
  rw [maxwell_apply, contract_axial, mdot_comm k n, hδ]
  simp only [axial, lower]
  field_simp
  ring
```

For $k^2\neq0$ and $n\cdot k\neq0$, the Green's equation is

$$M_{\mu\lambda}D^{\lambda\nu}=\delta_\mu^\nu-\frac{n_\mu k^\nu}{n\cdot k}.$$

To derive it, first set $a=k$ in the contraction formula. The terms $\mp k^\nu$ cancel, leaving

$$(k\cdot D)^\nu=\frac{n^\nu}{n\cdot k}-\frac{n^2k^\nu}{(n\cdot k)^2}.$$

Then

$$\begin{aligned}
M_{\mu\lambda}D^{\lambda\nu}&=-k^2D_\mu{}^\nu+k_\mu(k\cdot D)^\nu\\
&=\delta_\mu^\nu-\frac{n_\mu k^\nu+k_\mu n^\nu}{n\cdot k}+\frac{n^2k_\mu k^\nu}{(n\cdot k)^2}+\frac{k_\mu n^\nu}{n\cdot k}-\frac{n^2k_\mu k^\nu}{(n\cdot k)^2},
\end{aligned}$$

and all but the first two pieces, $\delta_\mu^\nu$ and $-n_\mu k^\nu/(n\cdot k)$, cancel. The Lean proof substitutes the same two formulas and leaves the cancellation to `field_simp` and `ring`. The expression `if μ = ν then (1 : ℝ) else 0` is $\delta_\mu^\nu$, which `hδ` rewrites as the metric with one index lowered.

## No other tensor satisfies both

```lean
/-- For `k² ≠ 0` and `n·k ≠ 0`, a tensor obeys the axial gauge condition and the modified Green's
equation `M_{μλ} T^{λν} = δ_μ^ν - n_μ k^ν / (n·k)`, with `M` the Maxwell operator, exactly when it
is the axial-gauge propagator. -/
theorem axial_propagator_iff (n k : Vec d) (hk : mdot k k ≠ 0) (hnk : mdot n k ≠ 0)
    (T : Tensor d) :
    ((∀ ν, contract n T ν = 0) ∧
      ∀ μ ν, ∑ l, maxwell k μ l * T l ν
        = (if μ = ν then (1 : ℝ) else 0) - lower n μ * k ν / mdot n k)
      ↔ T = axial n k := by
  constructor
  · rintro ⟨hg, hT⟩
    funext μ ν
    have same : ∀ ρ, ∑ l, maxwell k ρ l * T l ν = ∑ l, maxwell k ρ l * axial n k l ν :=
      fun ρ => (hT ρ ν).trans (maxwell_axial n k hk hnk ρ ν).symm
    -- contracting with `n` fixes the longitudinal part `k_μ T^{μν}`
    have key : contract k T ν = contract k (axial n k) ν := by
      have e1 := maxwell_contract k n T ν
      have e2 := maxwell_contract k n (axial n k) ν
      rw [sum_congr rfl fun ρ _ => congrArg (fun x => n ρ * x) (same ρ), e2, hg ν,
        axial_gauge_condition n k hnk ν, mdot_comm k n] at e1
      apply mul_left_cancel₀ hnk
      linarith
    -- the remaining part of the equation is multiplication by `-k²`
    have h := same μ
    rw [maxwell_apply, maxwell_apply, key] at h
    have h' : sgn μ * T μ ν = sgn μ * axial n k μ ν := by
      apply mul_left_cancel₀ hk
      linarith
    linear_combination sgn μ * h' - (T μ ν - axial n k μ ν) * sgn_sq μ
  · rintro rfl
    exact ⟨axial_gauge_condition n k hnk, maxwell_axial n k hk hnk⟩
```

The symbol `↔` means "if and only if". On its left are the two conditions on a tensor $T$, joined by `∧`: the gauge condition and the Green's equation. On its right is $T=D$. No symmetry of $T$ is assumed.

From right to left, the previous two theorems suffice. From left to right, contract the Green's equation with $n^\mu$:

$$-k^2(n\cdot T)^\nu+(n\cdot k)(k\cdot T)^\nu=n^\nu-\frac{n^2k^\nu}{n\cdot k}.$$

The gauge condition removes the first term, and dividing by $n\cdot k$ gives

$$(k\cdot T)^\nu=\frac{n^\nu}{n\cdot k}-\frac{n^2k^\nu}{(n\cdot k)^2}=(k\cdot D)^\nu .$$

Now return to the uncontracted equation. $T$ and $D$ obey it with the same right-hand side and have the same $k_\mu(k\cdot T)^\nu$ term, so $-k^2T_\mu{}^\nu=-k^2D_\mu{}^\nu$. Since $k^2\neq0$, the tensors agree.

Lean makes the comparison with $D$ from the start. `same` states that $M$ gives equal results on $T$ and $D$, `key` is the equality of the contractions with $k$, and each `mul_left_cancel₀` is a division by a nonzero number. The closing `linear_combination` of this direction removes the metric sign by multiplying with it once more.

The gauge condition is needed here: adding $k^\mu c^\nu$ to $T$, for any vector $c$, leaves the Green's equation intact because $M$ annihilates $k$.

## Conserved currents remove the gauge dependence

```lean
/-- Any tensor that inverts the Maxwell operator up to a term `u_μ k^ν` gives the exchange
`-J·J'/k²` between conserved currents, whatever `u` is. -/
theorem exchange_gauge_independent (k u J J' : Vec d) (T : Tensor d) (hk : mdot k k ≠ 0)
    (hT : ∀ μ ν, ∑ l, maxwell k μ l * T l ν = (if μ = ν then (1 : ℝ) else 0) - u μ * k ν)
    (hJ : mdot k J = 0) (hJ' : mdot k J' = 0) :
    exchange J T J' = -mdot J J' / mdot k k := by
  -- conservation of `J` removes the longitudinal part of the Maxwell operator
  have h1 : ∀ ν, -mdot k k * contract J T ν = J ν - (∑ μ, J μ * u μ) * k ν := by
    intro ν
    have e := maxwell_contract k J T ν
    have s : ∑ μ, J μ * ((if μ = ν then (1 : ℝ) else 0) - u μ * k ν)
        = J ν - (∑ μ, J μ * u μ) * k ν := by
      simp [mul_sub, sum_sub_distrib, sum_mul, mul_assoc]
    rw [sum_congr rfl fun μ _ => congrArg (fun x => J μ * x) (hT μ ν), s, hJ] at e
    linarith
  -- conservation of `J'` removes the gauge term
  have h2 : -mdot k k * exchange J T J' = mdot J' J := by
    calc -mdot k k * exchange J T J'
        = ∑ ν, (lower J' ν * J ν - (∑ μ, J μ * u μ) * (lower J' ν * k ν)) := by
          unfold exchange
          rw [mul_sum]
          refine sum_congr rfl fun ν _ => ?_
          linear_combination lower J' ν * h1 ν
      _ = mdot J' J - (∑ μ, J μ * u μ) * mdot J' k := by
          rw [sum_sub_distrib, ← mul_sum]
          rfl
      _ = mdot J' J := by rw [mdot_comm J' k, hJ', mul_zero, sub_zero]
  rw [eq_div_iff hk, mdot_comm J J']
  linear_combination -h2
```

This theorem assumes no particular gauge. For $k^2\neq0$, it takes any tensor with

$$M_{\mu\lambda}T^{\lambda\nu}=\delta_\mu^\nu-u_\mu k^\nu$$

and two conserved currents, $k\cdot J=0$ and $k\cdot J'=0$, which is charge conservation in momentum space. The components of `u` are read as lower-index components. The statement puts no separate condition on $u$, but contracting the equation with $k^\mu$ makes its left side vanish, so a solution can exist only if $k^\mu u_\mu=1$.

Contract the equation with $J^\mu$. Conservation of $J$ removes the term containing $k\cdot T$:

$$-k^2(J\cdot T)^\nu=J^\nu-(J^\mu u_\mu)k^\nu .$$

This is `h1`. Now contract with $J'_\nu$. Conservation of $J'$ removes the term containing $u$:

$$-k^2\,J_\mu T^{\mu\nu}J'_\nu=J\cdot J'-(J^\mu u_\mu)(k\cdot J')=J\cdot J' .$$

This is `h2`, where the `calc` block lists the equalities in order. Dividing by $-k^2$ gives

$$J_\mu T^{\mu\nu}J'_\nu=-\frac{J\cdot J'}{k^2}.$$

The Feynman-gauge tensor $-g^{\mu\nu}/k^2$ is also of this kind, with $u_\mu=k_\mu/k^2$.

```lean
/-- Between conserved currents the axial-gauge propagator acts as `-g/k²`. -/
theorem axial_exchange (n k J J' : Vec d) (hk : mdot k k ≠ 0) (hnk : mdot n k ≠ 0)
    (hJ : mdot k J = 0) (hJ' : mdot k J' = 0) :
    exchange J (axial n k) J' = -mdot J J' / mdot k k := by
  refine exchange_gauge_independent k (fun μ => lower n μ / mdot n k) J J' _ hk ?_ hJ hJ'
  intro μ ν
  rw [maxwell_axial n k hk hnk]
  ring

end

end AxialGaugePropagator
```

The axial propagator is the case $u_\mu=n_\mu/(n\cdot k)$, and `maxwell_axial` supplies the required equation. Between conserved currents $D$ therefore acts as $-g/k^2$. The currents in a scattering amplitude are in general complex, but the exchange is linear in each current and $k$ is real, so the result extends to them by splitting each into real and imaginary parts. For tree-level scattering by exchange of a single off-shell photon, the choice of $n$ leaves the amplitude unchanged as long as $n\cdot k\neq0$.

## One space dimension, and none

Take $d=1$, $k=(\omega,q)$ and $n=(0,1)$, with $q\neq0$ and $\omega^2\neq q^2$. The gauge condition removes every component of $D$ with a spatial first index, and by symmetry only $D^{00}$ can survive:

$$D^{00}=\frac{1}{\omega^2-q^2}\left[-1+\frac{\omega^2}{q^2}\right]=\frac1{q^2}.$$

The frequency has dropped out. What remains is the instantaneous Coulomb interaction, as expected where there is no transverse direction for a photon's polarisation.

For $d=0$ the bracket in $D$ is $-1+2-1=0$, so the propagator vanishes, and so does every conserved current.

```lean
#print axioms AxialGaugePropagator.maxwell_pure_gauge
#print axioms AxialGaugePropagator.axial_propagator_iff
#print axioms AxialGaugePropagator.axial_exchange
```

```
'AxialGaugePropagator.maxwell_pure_gauge' depends on axioms: [propext, Classical.choice, Quot.sound]
'AxialGaugePropagator.axial_propagator_iff' depends on axioms: [propext, Classical.choice, Quot.sound]
'AxialGaugePropagator.axial_exchange' depends on axioms: [propext, Classical.choice, Quot.sound]
```
